# The one-soliton pulse of the Toda lattice outruns sound in the linearised chain

To test the time integrator of a molecular-dynamics code on an anharmonic chain, start the particles with the displacements and velocities of a soliton, let the code run, and compare the positions with the closed formula at a later time. The comparison needs a formula that solves the equations of motion exactly. For an infinite one-dimensional chain of unit masses joined by exponential springs, the problems below derive one such formula and show that its pulse travels faster than long-wave sound. A code follows only finitely many particles; if its two end particles are moved as the formula prescribes, those between them obey the same equations as in the infinite chain.

## The chain, the pulse and the linear waves

```lean
import Mathlib

open Filter Topology

namespace TodaSoliton

noncomputable section
```

Let f be a function of time. `HasAccel f a t` says that f has a velocity v(s) at every time s, and that v has derivative a at time t. Lean's `deriv` returns 0 where no derivative exists; this predicate asks for the derivatives themselves.

```lean
/-- The coordinate `f` has a velocity at all times, and its acceleration at time `t` is `a`. -/
def HasAccel (f : ℝ → ℝ) (a t : ℝ) : Prop :=
  ∃ v : ℝ → ℝ, (∀ s, HasDerivAt f (v s) s) ∧ HasDerivAt v a t
```

Sites are labelled by integers n, and time t is real. The parameter k sets the width, height and speed of the pulse. Its phase at site n is

θ_n = kn − t sinh k.

```lean
/-- The phase `k n - t sinh k` of the soliton at site `n` and time `t`. -/
def phase (k : ℝ) (n : ℤ) (t : ℝ) : ℝ := k * n - t * Real.sinh k
```

The pulse is

V_n = sinh²k / cosh²θ_n.

Physically, V_n is the excess of the repulsive force in the bond between particles n and n + 1 over its rest value 1, as part (e) shows.

```lean
/-- The soliton pulse `V_n(t) = sinh² k / cosh² (k n - t sinh k)`. -/
def V (k : ℝ) (n : ℤ) (t : ℝ) : ℝ := Real.sinh k ^ 2 / Real.cosh (phase k n t) ^ 2
```

Write L_n = log cosh θ_n. Displacements are measured from an evenly spaced chain in which every bond force is 1. For k > 0, particles far ahead of the pulse sit at displacement −k and those far behind it at +k, so the passing pulse shifts each particle by 2k. The displacement of particle n is

x_n = L_(n−1) − L_n.

```lean
/-- The displacement of particle `n` in the soliton. -/
def x (k : ℝ) (n : ℤ) (t : ℝ) : ℝ :=
  Real.log (Real.cosh (phase k (n - 1) t)) - Real.log (Real.cosh (phase k n t))
```

The speed of the pulse, in sites per unit time, is c = sinh k / k.

```lean
/-- The soliton speed, in sites per unit time. -/
def speed (k : ℝ) : ℝ := Real.sinh k / k
```

For small V_n, log(1 + V_n) ≈ V_n, and the Toda equation of part (f) becomes the harmonic chain u_n'' = u_(n+1) + u_(n−1) − 2u_n. The file takes this linear equation as given and does not derive it as a limit. With the wavenumber q in radians per site, the frequency is ω(q) = 2 sin(q/2), and the plane wave is u_n = cos(qn − ω(q)t). Here ω is a signed frequency, with ω(−q) = −ω(q), so q and −q give the same wave; the usual positive frequency is |ω(q)|.

```lean
/-- The frequency of a wave of wavenumber `q` in the linearised chain. -/
def freq (q : ℝ) : ℝ := 2 * Real.sin (q / 2)

/-- The plane wave of wavenumber `q` in the linearised chain. -/
def wave (q : ℝ) (n : ℤ) (t : ℝ) : ℝ := Real.cos (q * n - freq q * t)
```

## (a) Acceleration of a difference

**Task.** Two coordinates f and g have accelerations a and b at time t. Find the acceleration of f − g.

**Solution.** If the velocities are v and w, then f − g has velocity v − w at all times, and differentiating once more at t gives a − b. The proof takes v and w out of the two hypotheses and supplies their difference as the new velocity.

```lean
/-- The acceleration of a difference of coordinates is the difference of the accelerations. -/
theorem HasAccel.sub {f g : ℝ → ℝ} {a b t : ℝ} (hf : HasAccel f a t) (hg : HasAccel g b t) :
    HasAccel (fun s => f s - g s) (a - b) t := by
  obtain ⟨v, hv, hv'⟩ := hf
  obtain ⟨w, hw, hw'⟩ := hg
  exact ⟨fun s => v s - w s, fun s => (hv s).fun_sub (hw s), hv'.fun_sub hw'⟩
```

## (b) Acceleration of log cosh θ_n

**Task.** Show that L_n'' = V_n for every real k.

**Solution.** The phase has time derivative −sinh k, so

L_n' = −sinh k · sinh θ_n / cosh θ_n.

The quotient rule then gives

L_n'' = sinh²k (cosh²θ_n − sinh²θ_n) / cosh²θ_n = sinh²k / cosh²θ_n = V_n.

In the proof, `h` is the derivative of the phase and `hc` says that the hyperbolic cosine is never zero. The `refine` step names the velocity above, and the last line uses cosh² − sinh² = 1.

```lean
/-- The second time derivative of `log cosh` of the phase is the soliton pulse. -/
theorem accel_log_cosh (k : ℝ) (n : ℤ) (t : ℝ) :
    HasAccel (fun s => Real.log (Real.cosh (phase k n s))) (V k n t) t := by
  have h : ∀ s, HasDerivAt (phase k n) (-Real.sinh k) s := fun s =>
    (((hasDerivAt_id s).mul_const (Real.sinh k)).const_sub (k * n)).congr_deriv (by ring)
  have hc : ∀ s, Real.cosh (phase k n s) ≠ 0 := fun s => (Real.cosh_pos _).ne'
  refine ⟨fun s => Real.sinh (phase k n s) * -Real.sinh k / Real.cosh (phase k n s),
    fun s => (h s).cosh.log (hc s),
    (((h t).sinh.mul_const (-Real.sinh k)).fun_div (h t).cosh (hc t)).congr_deriv ?_⟩
  -- the quotient rule leaves cosh² - sinh² = 1 in the numerator
  show (Real.cosh (phase k n t) * -Real.sinh k * -Real.sinh k * Real.cosh (phase k n t)
    - Real.sinh (phase k n t) * -Real.sinh k * (Real.sinh (phase k n t) * -Real.sinh k))
    / Real.cosh (phase k n t) ^ 2 = Real.sinh k ^ 2 / Real.cosh (phase k n t) ^ 2
  congr 1
  linear_combination Real.sinh k ^ 2 * Real.cosh_sq (phase k n t)
```

## (c) A product of neighbouring sites

**Task.** Show that 1 + V_n = cosh θ_(n+1) cosh θ_(n−1) / cosh²θ_n.

**Solution.** One step along the chain changes the phase by k, so θ_(n±1) = θ_n ± k. The addition formulas give

cosh(θ_n + k) cosh(θ_n − k)
= cosh²θ_n cosh²k − sinh²θ_n sinh²k
= cosh²θ_n (1 + sinh²k) − (cosh²θ_n − 1) sinh²k
= cosh²θ_n + sinh²k.

Division by cosh²θ_n gives the claim. The equations `e1` and `e2` are the two phase shifts, and `linear_combination` applies cosh² = 1 + sinh² once for k and once for θ_n.

```lean
/-- The pulse plus one factorises into hyperbolic cosines at three neighbouring sites. -/
theorem one_add_V (k : ℝ) (n : ℤ) (t : ℝ) :
    1 + V k n t = Real.cosh (phase k (n + 1) t) * Real.cosh (phase k (n - 1) t)
      / Real.cosh (phase k n t) ^ 2 := by
  have e1 : phase k (n + 1) t = phase k n t + k := by unfold phase; push_cast; ring
  have e2 : phase k (n - 1) t = phase k n t - k := by unfold phase; push_cast; ring
  have hc : Real.cosh (phase k n t) ^ 2 ≠ 0 := pow_ne_zero 2 (Real.cosh_pos _).ne'
  rw [e1, e2, Real.cosh_add, Real.cosh_sub, eq_div_iff hc, V, add_mul, div_mul_cancel₀ _ hc]
  linear_combination (-Real.cosh (phase k n t) ^ 2) * Real.cosh_sq k
    - Real.sinh k ^ 2 * Real.cosh_sq (phase k n t)
```

## (d) The logarithm as a bond compression

**Task.** Show that log(1 + V_n) = x_n − x_(n+1).

**Solution.** Taking the logarithm of (c) gives

log(1 + V_n) = L_(n+1) + L_(n−1) − 2L_n.

The definition of the displacements gives the same expression:

x_n − x_(n+1) = (L_(n−1) − L_n) − (L_n − L_(n+1)).

The proof splits the logarithm in the same way, using `hc` to know that every factor is nonzero.

```lean
/-- The logarithm of `1 + V_n` is the compression `x_n - x_(n+1)` of the bond between
particles `n` and `n + 1`. -/
theorem log_one_add_V (k : ℝ) (n : ℤ) (t : ℝ) :
    Real.log (1 + V k n t) = x k n t - x k (n + 1) t := by
  have hc : ∀ m : ℤ, Real.cosh (phase k m t) ≠ 0 := fun m => (Real.cosh_pos _).ne'
  have e : n + 1 - 1 = n := by ring
  rw [one_add_V, Real.log_div (mul_ne_zero (hc _) (hc _)) (pow_ne_zero 2 (hc n)),
    Real.log_mul (hc _) (hc _), Real.log_pow]
  unfold x
  rw [e]
  push_cast
  ring
```

## (e) Newton's equations

**Task.** Show that the displacements satisfy

x_n'' = exp(−(x_n − x_(n−1))) − exp(−(x_(n+1) − x_n)).

The first term is the push from the bond on the left, the second the push back from the bond on the right. At rest both equal 1 and cancel.

**Solution.** By (d), the force in the bond between n and n + 1 is

exp(−(x_(n+1) − x_n)) = exp(log(1 + V_n)) = 1 + V_n,

since 1 + V_n is positive. The right-hand side is therefore (1 + V_(n−1)) − (1 + V_n) = V_(n−1) − V_n. By (a) and (b), this is also x_n''.

The auxiliary statement `force` is the bond-force formula for any site m; the proof uses it at n − 1 and at n. For the integrator test, the initial velocities follow from the first derivative in (b):

x_n' = sinh k (tanh θ_n − tanh θ_(n−1)).

```lean
/-- The soliton displacements obey Newton's equations for unit masses joined by
exponential springs. -/
theorem newton_equation (k : ℝ) (n : ℤ) (t : ℝ) :
    HasAccel (x k n)
      (Real.exp (-(x k n t - x k (n - 1) t)) - Real.exp (-(x k (n + 1) t - x k n t))) t := by
  -- each exponential bond force equals 1 + V
  have force : ∀ m : ℤ, Real.exp (-(x k (m + 1) t - x k m t)) = 1 + V k m t := by
    intro m
    have hp : 0 < 1 + V k m t := by unfold V; positivity
    rw [neg_sub, ← log_one_add_V, Real.exp_log hp]
  have h1 := force (n - 1)
  have e : n - 1 + 1 = n := by ring
  rw [e] at h1
  rw [h1, force n, add_sub_add_left_eq_sub]
  exact (accel_log_cosh k (n - 1) t).sub (accel_log_cosh k n t)
```

## (f) The Toda equation and the speed of the pulse

**Task.** For k > 0, show that

(log(1 + V_n))'' = V_(n+1) + V_(n−1) − 2V_n

at every site and time, that the pulse moves on by one site in time 1/c, and that c > 1.

**Solution.** By (d), the left-hand side is the difference of the accelerations of the particles at the two ends of the bond:

x_n'' − x_(n+1)'' = (V_(n−1) − V_n) − (V_n − V_(n+1)).

This is the right-hand side of the equation.

For the motion, 1/c = k / sinh k. Going one site to the right and waiting this long leaves the phase unchanged:

k(n + 1) − (t + k / sinh k) sinh k = kn − t sinh k.

Hence V_(n+1)(t + 1/c) = V_n(t).

For the speed, sinh k − k vanishes at k = 0 and has derivative cosh k − 1, which is positive for k > 0. So sinh k > k, and c = sinh k / k > 1.

The theorem `toda_soliton` joins these three statements, and its proof treats them in this order. The hypothesis `hk` is k > 0. At k = 0 there is no pulse, and changing the sign of k gives the same V_n again. The theorem concerns a single soliton on an infinite chain; collisions, stability and the general solution of the Toda lattice are different questions.

```lean
/-- For `k > 0` the pulse solves the Toda lattice equation, moves on by one site in the time
`1 / speed k`, and has speed `sinh k / k` greater than `1`. -/
theorem toda_soliton (k : ℝ) (hk : 0 < k) :
    (∀ (n : ℤ) (t : ℝ), HasAccel (fun s => Real.log (1 + V k n s))
      (V k (n + 1) t + V k (n - 1) t - 2 * V k n t) t) ∧
    (∀ (n : ℤ) (t : ℝ), V k (n + 1) (t + 1 / speed k) = V k n t) ∧
    1 < speed k := by
  refine ⟨fun n t => ?_, fun n t => ?_, ?_⟩
  · -- subtract the accelerations of the two particles at the ends of the bond
    have hx : ∀ m : ℤ, HasAccel (x k m) (V k (m - 1) t - V k m t) t := fun m =>
      (accel_log_cosh k (m - 1) t).sub (accel_log_cosh k m t)
    have h := (hx n).sub (hx (n + 1))
    have e : n + 1 - 1 = n := by ring
    rw [e] at h
    have hf : (fun s => Real.log (1 + V k n s)) = fun s => x k n s - x k (n + 1) s :=
      funext (log_one_add_V k n)
    have ha : V k (n + 1) t + V k (n - 1) t - 2 * V k n t
        = V k (n - 1) t - V k n t - (V k n t - V k (n + 1) t) := by ring
    rw [hf, ha]
    exact h
  · -- the phase is unchanged by the combined shift in space and time
    have hS : Real.sinh k ≠ 0 := (Real.sinh_pos_iff.mpr hk).ne'
    have e : phase k (n + 1) (t + 1 / speed k) = phase k n t := by
      have h := div_mul_cancel₀ k hS
      unfold phase speed
      rw [one_div_div]
      push_cast
      linear_combination -h
    unfold V
    rw [e]
  · exact (one_lt_div hk).mpr (Real.self_lt_sinh_iff.mpr hk)
```

## (g) Plane waves of the linearised chain

**Task.** Show that u_n = cos(qn − ω(q)t), with ω(q) = 2 sin(q/2), solves

u_n'' = u_(n+1) + u_(n−1) − 2u_n.

**Solution.** Two time derivatives give u_n'' = −ω(q)² u_n. On the other side, the addition formula gives u_(n+1) + u_(n−1) = 2 cos q · u_n, so the right-hand side is −(2 − 2 cos q) u_n. The two agree because

ω(q)² = 4 sin²(q/2) = 2 − 2 cos q.

This dispersion relation is `hw` in the proof; `e1` and `e2` write the neighbouring waves as shifts of the argument by ±q.

```lean
/-- Plane waves of frequency `2 sin (q / 2)` solve the linearised chain
`u_n'' = u_(n+1) + u_(n-1) - 2 u_n`. -/
theorem linear_wave (q : ℝ) (n : ℤ) (t : ℝ) :
    HasAccel (wave q n) (wave q (n + 1) t + wave q (n - 1) t - 2 * wave q n t) t := by
  have h : ∀ s, HasDerivAt (fun s : ℝ => q * n - freq q * s) (-freq q) s := fun s =>
    (((hasDerivAt_id s).const_mul (freq q)).const_sub (q * n)).congr_deriv (by ring)
  refine ⟨fun s => -Real.sin (q * n - freq q * s) * -freq q, fun s => (h s).cos,
    ((h t).sin.fun_neg.mul_const (-freq q)).congr_deriv ?_⟩
  -- the dispersion relation
  have hw : freq q ^ 2 = 2 - 2 * Real.cos q := by
    have h2 := Real.cos_two_mul (q / 2)
    have e : 2 * (q / 2) = q := by ring
    rw [e] at h2
    unfold freq
    linear_combination 2 * h2 + 4 * Real.sin_sq_add_cos_sq (q / 2)
  have e1 : wave q (n + 1) t = Real.cos (q * n - freq q * t + q) := by
    unfold wave; congr 1; push_cast; ring
  have e2 : wave q (n - 1) t = Real.cos (q * n - freq q * t - q) := by
    unfold wave; congr 1; push_cast; ring
  rw [e1, e2, Real.cos_add (q * n - freq q * t) q, Real.cos_sub (q * n - freq q * t) q, wave]
  linear_combination (-Real.cos (q * n - freq q * t)) * hw
```

## (h) The speed of sound

**Task.** Find the limit of ω(q)/q as q tends to 0.

**Solution.** The ratio is

ω(q)/q = sin(q/2) / (q/2),

which tends to 1. This long-wave limit is the sound speed of the linearised chain, so the inequality c > 1 in (f) says that the soliton is supersonic.

In Lean, `𝓝[≠] 0` lets q approach 0 from both sides without reaching it. The proof reads the limit as a derivative: ω(0) = 0, so ω(q)/q is the slope of ω between 0 and q, and ω has derivative 1 at 0.

```lean
/-- The sound speed of the linearised chain, the long-wave limit of frequency over
wavenumber, is `1`. -/
theorem sound_speed : Tendsto (fun q => freq q / q) (𝓝[≠] 0) (𝓝 1) := by
  have h : HasDerivAt freq 1 0 :=
    (((hasDerivAt_id (0 : ℝ)).div_const 2).sin.const_mul 2).congr_deriv (by simp)
  refine (hasDerivAt_iff_tendsto_slope.mp h).congr (fun q => ?_)
  simp [slope_def_field, freq]

end

end TodaSoliton
```

```lean
#print axioms TodaSoliton.newton_equation
-- 'TodaSoliton.newton_equation' depends on axioms: [propext, Classical.choice, Quot.sound]
#print axioms TodaSoliton.toda_soliton
-- 'TodaSoliton.toda_soliton' depends on axioms: [propext, Classical.choice, Quot.sound]
#print axioms TodaSoliton.linear_wave
-- 'TodaSoliton.linear_wave' depends on axioms: [propext, Classical.choice, Quot.sound]
#print axioms TodaSoliton.sound_speed
-- 'TodaSoliton.sound_speed' depends on axioms: [propext, Classical.choice, Quot.sound]
```
